# Fully connected cluster with hopping $-h<0$: the band energy per site stays above $-h$ while the second-moment estimate falls as $-\tfrac12 h\sqrt{N-1}$

A cluster of $N$ sites labelled $i=0,\dots,N-1$, with one orbital each, has the real tight-binding Hamiltonian $H_{ii}=0$, $H_{ij}=-h$ for $i\neq j$, with $h>0$. Its band energy $E$ is the sum of the negative eigenvalues of $H$, counted with multiplicity and without a spin factor, and the energy per site $E/N$ is compared with the second-moment estimate $\varepsilon_i=-\tfrac12\sqrt{(H^2)_{ii}}$.

```lean
import Mathlib

open Matrix

namespace CompleteClusterScaling

noncomputable section

/-- Tight-binding Hamiltonian of `N` sites with zero on-site energies and hopping `-h`
between every pair of distinct sites. -/
def hamiltonian (N : ℕ) (h : ℝ) : Matrix (Fin N) (Fin N) ℝ :=
  Matrix.of fun i j => if i = j then 0 else -h

/-- Band energy of a real symmetric Hamiltonian: the sum of its negative eigenvalues,
counted with multiplicity. -/
def bandEnergy {N : ℕ} {H : Matrix (Fin N) (Fin N) ℝ} (hH : H.IsHermitian) : ℝ :=
  ∑ k ∈ Finset.univ.filter (fun k => hH.eigenvalues k < 0), hH.eigenvalues k

/-- Band energy divided by the number of sites. -/
def energyPerSite {N : ℕ} {H : Matrix (Fin N) (Fin N) ℝ} (hH : H.IsHermitian) : ℝ :=
  bandEnergy hH / N

/-- Local second moment at site `i`: the diagonal element of `H²`. -/
def secondMoment {N : ℕ} (H : Matrix (Fin N) (Fin N) ℝ) (i : Fin N) : ℝ :=
  (H * H) i i

/-- Second-moment estimate of the energy of site `i`: minus one half of the square root of
the local second moment. -/
def momentEstimate {N : ℕ} (H : Matrix (Fin N) (Fin N) ℝ) (i : Fin N) : ℝ :=
  -(1 / 2) * Real.sqrt (secondMoment H i)

/-- The cluster Hamiltonian is symmetric. -/
theorem hamiltonian_isHermitian (N : ℕ) (h : ℝ) : (hamiltonian N h).IsHermitian := by
  apply Matrix.IsHermitian.ext
  intro i j
  by_cases hij : i = j
  · subst hij
    simp [hamiltonian]
  · simp [hamiltonian, hij, Ne.symm hij]

/-- An eigenvalue of the cluster Hamiltonian is either `h` or `-h (N - 1)`. -/
theorem eigenvalue_cases {N : ℕ} {h μ : ℝ} {v : Fin N → ℝ} (hv : v ≠ 0)
    (hev : hamiltonian N h *ᵥ v = μ • v) : μ = h ∨ μ = -h * ((N : ℝ) - 1) := by
  -- componentwise, `(H v)_i = h v_i - h ∑ v`
  have comp : ∀ i, μ * v i = h * v i - h * ∑ j, v j := by
    intro i
    have h1 : ∑ j, hamiltonian N h i j * v j = μ * v i := congrFun hev i
    have h2 : ∀ j, hamiltonian N h i j * v j
        = (if i = j then h * v j else 0) - h * v j := by
      intro j
      simp only [hamiltonian, Matrix.of_apply]
      split_ifs <;> ring
    rw [← h1]
    simp only [h2, Finset.sum_sub_distrib, Finset.sum_ite_eq, Finset.mem_univ, if_true,
      Finset.mul_sum]
  by_cases hS : ∑ j, v j = 0
  · left
    obtain ⟨i, hi⟩ := Function.ne_iff.mp hv
    have h3 := comp i
    rw [hS, mul_zero, sub_zero] at h3
    exact mul_right_cancel₀ hi h3
  · right
    -- sum the eigenvalue equation over all sites
    have h3 : ∑ i, μ * v i = ∑ i : Fin N, (h * v i - h * ∑ j, v j) :=
      Finset.sum_congr rfl fun i _ => comp i
    rw [Finset.sum_sub_distrib, ← Finset.mul_sum, ← Finset.mul_sum, Finset.sum_const,
      Finset.card_univ, Fintype.card_fin, nsmul_eq_mul] at h3
    apply mul_right_cancel₀ hS
    linear_combination h3

/-- For `h > 0` and at least one site, the negative eigenvalues of the cluster Hamiltonian
sum to `-h (N - 1)`. -/
theorem bandEnergy_eq {N : ℕ} (hN : 1 ≤ N) {h : ℝ} (hh : 0 < h) :
    bandEnergy (hamiltonian_isHermitian N h) = -h * ((N : ℝ) - 1) := by
  have hN' : (1 : ℝ) ≤ N := by exact_mod_cast hN
  have hd : ∀ k, (hamiltonian_isHermitian N h).eigenvalues k = h ∨
      (hamiltonian_isHermitian N h).eigenvalues k = -h * ((N : ℝ) - 1) := by
    intro k
    refine eigenvalue_cases ?_ ((hamiltonian_isHermitian N h).mulVec_eigenvectorBasis k)
    intro h0
    apply (hamiltonian_isHermitian N h).eigenvectorBasis.orthonormal.ne_zero k
    ext i
    exact congrFun h0 i
  -- zero on-site energies: the eigenvalues sum to zero
  have htr : ∑ k, (hamiltonian_isHermitian N h).eigenvalues k = 0 := by
    have h1 := (hamiltonian_isHermitian N h).trace_eq_sum_eigenvalues
    have h2 : (hamiltonian N h).trace = 0 := by simp [Matrix.trace, hamiltonian]
    rw [h2] at h1
    simpa using h1.symm
  -- on the two levels the negative part is an affine function of the eigenvalue
  have key : ∀ μ : ℝ, (μ = h ∨ μ = -h * ((N : ℝ) - 1)) →
      (N : ℝ) * (if μ < 0 then μ else 0) = ((N : ℝ) - 1) * (μ - h) := by
    intro μ hμ
    rcases hμ with e | e
    · rw [e, if_neg (not_lt.mpr hh.le)]
      ring
    · rw [e]
      split_ifs with hlt
      · ring
      · have h0 : h * ((N : ℝ) - 1) = 0 :=
          le_antisymm (by linarith [not_lt.mp hlt]) (mul_nonneg hh.le (by linarith))
        linear_combination (N : ℝ) * h0
  apply mul_left_cancel₀ (show (N : ℝ) ≠ 0 by linarith)
  calc (N : ℝ) * bandEnergy (hamiltonian_isHermitian N h)
      = ∑ k, ((N : ℝ) - 1) * ((hamiltonian_isHermitian N h).eigenvalues k - h) := by
        unfold bandEnergy
        rw [Finset.sum_filter, Finset.mul_sum]
        exact Finset.sum_congr rfl fun k _ => key _ (hd k)
    _ = (N : ℝ) * (-h * ((N : ℝ) - 1)) := by
        rw [← Finset.mul_sum, Finset.sum_sub_distrib, htr]
        simp only [Finset.sum_const, Finset.card_univ, Fintype.card_fin, nsmul_eq_mul]
        ring

/-- The local second moment of the cluster Hamiltonian is `h² (N - 1)` at every site. -/
theorem secondMoment_eq {N : ℕ} (h : ℝ) (i : Fin N) :
    secondMoment (hamiltonian N h) i = h ^ 2 * ((N : ℝ) - 1) := by
  have h2 : ∀ j, hamiltonian N h i j * hamiltonian N h j i
      = h ^ 2 - (if i = j then h ^ 2 else 0) := by
    intro j
    by_cases hij : i = j
    · subst hij
      simp [hamiltonian]
    · simp [hamiltonian, hij, Ne.symm hij, sq]
  unfold secondMoment
  rw [Matrix.mul_apply]
  simp only [h2, Finset.sum_sub_distrib, Finset.sum_ite_eq, Finset.mem_univ, if_true,
    Finset.sum_const, Finset.card_univ, Fintype.card_fin, nsmul_eq_mul]
  ring

/-- For `h ≥ 0` the second-moment estimate is `-(1/2) h √(N - 1)` at every site. -/
theorem momentEstimate_eq {N : ℕ} {h : ℝ} (hh : 0 ≤ h) (i : Fin N) :
    momentEstimate (hamiltonian N h) i = -(1 / 2) * h * Real.sqrt ((N : ℝ) - 1) := by
  unfold momentEstimate
  rw [secondMoment_eq, Real.sqrt_mul (sq_nonneg h), Real.sqrt_sq hh]
  ring

/-- For `h > 0` and every `N ≥ 1` the band energy is `-h (N - 1)`, the energy per site is above
`-h` and the second-moment estimate is `-(1/2) h √(N - 1)`; for every bound `M` the estimate is
below `M` at all sites of all large enough clusters. -/
theorem sqrt_scaling_fails {h : ℝ} (hh : 0 < h) :
    (∀ N : ℕ, 1 ≤ N →
      bandEnergy (hamiltonian_isHermitian N h) = -h * ((N : ℝ) - 1) ∧
      -h < energyPerSite (hamiltonian_isHermitian N h) ∧
      ∀ i, momentEstimate (hamiltonian N h) i = -(1 / 2) * h * Real.sqrt ((N : ℝ) - 1)) ∧
    ∀ M : ℝ, ∃ N₀ : ℕ, ∀ N : ℕ, N₀ ≤ N → ∀ i, momentEstimate (hamiltonian N h) i < M := by
  constructor
  · intro N hN
    have hN' : (0 : ℝ) < N := by exact_mod_cast hN
    refine ⟨bandEnergy_eq hN hh, ?_, momentEstimate_eq hh.le⟩
    unfold energyPerSite
    rw [bandEnergy_eq hN hh, lt_div_iff₀ hN']
    nlinarith
  · intro M
    -- take `N - 1 > (2 |M| / h)²`
    obtain ⟨N₀, hN₀⟩ := exists_nat_gt ((2 * |M| / h) ^ 2 + 1)
    refine ⟨N₀, fun N hN i => ?_⟩
    have hN' : (N₀ : ℝ) ≤ N := by exact_mod_cast hN
    have hs : 2 * |M| / h < Real.sqrt ((N : ℝ) - 1) :=
      (Real.lt_sqrt (by positivity)).mpr (by linarith)
    rw [div_lt_iff₀ hh] at hs
    rw [momentEstimate_eq hh.le]
    nlinarith [neg_abs_le M]

/-- For two sites and `h > 0` the second-moment estimate equals the energy per site. -/
theorem dimer_exact {h : ℝ} (hh : 0 < h) (i : Fin 2) :
    momentEstimate (hamiltonian 2 h) i = energyPerSite (hamiltonian_isHermitian 2 h) := by
  have h1 : ((2 : ℕ) : ℝ) - 1 = 1 := by norm_num
  unfold energyPerSite
  rw [momentEstimate_eq hh.le, bandEnergy_eq (by norm_num) hh, h1, Real.sqrt_one]
  push_cast
  ring

/-- For three or more sites and `h > 0` the second-moment estimate is strictly below the
energy per site. -/
theorem estimate_lt_exact {N : ℕ} (hN : 3 ≤ N) {h : ℝ} (hh : 0 < h) (i : Fin N) :
    momentEstimate (hamiltonian N h) i < energyPerSite (hamiltonian_isHermitian N h) := by
  have hN' : (3 : ℝ) ≤ N := by exact_mod_cast hN
  unfold energyPerSite
  rw [momentEstimate_eq hh.le, bandEnergy_eq (by omega) hh, lt_div_iff₀ (by linarith)]
  have h1 : 1 < Real.sqrt ((N : ℝ) - 1) := (Real.lt_sqrt zero_le_one).mpr (by linarith)
  have h2 : Real.sqrt ((N : ℝ) - 1) ^ 2 = (N : ℝ) - 1 := Real.sq_sqrt (by linarith)
  generalize Real.sqrt ((N : ℝ) - 1) = s at h1 h2 ⊢
  -- with `N = s² + 1` the claim is `h s (s - 1)² > 0`
  have e : (N : ℝ) = s ^ 2 + 1 := by linarith
  have h3 : 0 < h * s * (s - 1) ^ 2 :=
    mul_pos (mul_pos hh (by linarith)) (pow_pos (by linarith) 2)
  rw [e]
  nlinarith [h3]

end

end CompleteClusterScaling
```

```lean
#print axioms CompleteClusterScaling.sqrt_scaling_fails
#print axioms CompleteClusterScaling.dimer_exact
#print axioms CompleteClusterScaling.estimate_lt_exact
```

```
'CompleteClusterScaling.sqrt_scaling_fails' depends on axioms: [propext, Classical.choice, Quot.sound]
'CompleteClusterScaling.dimer_exact' depends on axioms: [propext, Classical.choice, Quot.sound]
'CompleteClusterScaling.estimate_lt_exact' depends on axioms: [propext, Classical.choice, Quot.sound]
```

## The three results

For $h>0$, `sqrt_scaling_fails` has two parts. The first holds for every $N\ge1$:

$$E=-h(N-1),\qquad -h<\frac{E}{N},\qquad \varepsilon_i=-\tfrac12\,h\sqrt{N-1}\quad\text{at every site } i.$$

The second says that for every real number $M$ there is a size $N_0$ such that $\varepsilon_i<M$ at all sites of every cluster with $N\ge N_0$. The exact energy per site therefore has a lower bound independent of $N$, and the estimate has none. Two further theorems compare the quantities at fixed size, again for $h>0$: `dimer_exact` gives $\varepsilon_i=E/N$ for $N=2$, and `estimate_lt_exact` gives $\varepsilon_i<E/N$ for every $N\ge3$.

## Hamiltonian, filling and the factor one half

The matrix `hamiltonian N h` is indexed by `Fin N`, the labels $0,\dots,N-1$, in an orthonormal basis of site orbitals. The definition `bandEnergy` takes a proof `hH` that a real matrix is symmetric, because Mathlib's list `hH.eigenvalues` of $N$ real eigenvalues with multiplicity is attached to that proof, and it sums those with `hH.eigenvalues k < 0`. This places the Fermi level at the on-site energy, zero: each negative level holds one spinless electron and all others are empty, so the number of electrons follows from the spectrum and is not fixed per site. The condition $h>0$ is the sign for which equal amplitudes on coupled sites lower the energy.

The quantity `secondMoment H i` is $(H^2)_{ii}=\sum_j H_{ij}H_{ji}$, the second moment of the local density of states at site $i$ about zero energy. The prefactor $\tfrac12$ in `momentEstimate` is postulated. Write $m_i=(H^2)_{ii}$. If the local density of states were two levels at $\pm\sqrt{m_i}$ with weight $\tfrac12$ each, filling the lower one would give $-\tfrac12\sqrt{m_i}$, so the constant stands for a symmetric, half-filled two-level spectrum. Counting two electrons per level would double $E$ and this constant alike.

The model is finite and non-interacting, with a single hopping parameter, no overlap between orbitals, no repulsive pair term and no atomic positions. Equal hopping between all pairs would come from equidistant atoms, which three dimensions allow only up to $N=4$, so large $N$ is an idealised graph and not a geometry.

## Two possible eigenvalues

Let $v\neq0$ be a real vector with $Hv=\mu v$, and put $S=\sum_j v_j$. Row $i$ of $H$ is $-h$ everywhere except on the diagonal, so

$$\mu v_i=(Hv)_i=-h\sum_{j\ne i}v_j=h v_i-hS .$$

If $S=0$, pick $i$ with $v_i\neq0$ and divide by it: $\mu=h$. If $S\neq0$, sum over $i$ to get $\mu S=hS-NhS$ and divide by $S$: $\mu=-h(N-1)$.

This is `eigenvalue_cases`, valid for any real $h$ and any normalisation of $v$. The step `comp` is the displayed equation, obtained by writing each term $H_{ij}v_j$ as $h\,\delta_{ij}v_j-hv_j$. The split `by_cases hS` separates $S=0$ from $S\ne0$, and each division is a use of `mul_right_cancel₀`.

## The band energy from the trace

The multiplicities need not be found first. Define $\mu^-=\mu$ for $\mu<0$ and $\mu^-=0$ otherwise, so that $E=\sum_k\mu_k^-$ over the eigenvalues $\mu_0,\dots,\mu_{N-1}$. On the two allowed values,

$$N\mu^-=(N-1)(\mu-h).$$

For $\mu=h>0$ both sides vanish. For $\mu=-h(N-1)<0$ the left side is $-Nh(N-1)$ and the right side is $(N-1)(-hN)$. The remaining possibility, $-h(N-1)\ge0$, forces $h(N-1)=0$, that is $N=1$, and both sides vanish again. The diagonal of $H$ is zero, so $\sum_k\mu_k=\operatorname{tr}H=0$, and summing the identity gives

$$NE=(N-1)\Big(\sum_k\mu_k-Nh\Big)=-Nh(N-1).$$

Dividing by $N\ge1$ yields $E=-h(N-1)$, and $E/N=-h+h/N>-h$.

In `bandEnergy_eq`, `hd` applies the dichotomy to each member of `eigenvectorBasis`, which is nonzero because the basis is orthonormal; the symmetry it needs is `hamiltonian_isHermitian`. The step `htr` is the trace condition through `trace_eq_sum_eigenvalues`, `key` is the affine identity with its three cases, and the `calc` block sums it after `mul_left_cancel₀` has multiplied the goal by $N$. The bound in `sqrt_scaling_fails` is the inequality $-hN<-h(N-1)$ left by `lt_div_iff₀`.

## The estimate and its divergence

Each of the $N-1$ other sites contributes $(-h)^2$ to $(H^2)_{ii}$ and the diagonal contributes nothing, so $(H^2)_{ii}=h^2(N-1)$. This is `secondMoment_eq`. For $h\ge0$ the root is $h\sqrt{N-1}$, which gives `momentEstimate_eq`.

Given $M$, choose an integer $N_0>(2|M|/h)^2+1$. For $N\ge N_0$ one has $\sqrt{N-1}>2|M|/h$, hence $\tfrac12h\sqrt{N-1}>|M|$ and $\varepsilon_i<-|M|\le M$. In Lean, `exists_nat_gt` supplies $N_0$, `hs` is the bound on the root, and `neg_abs_le M` is the last inequality.

For the comparison at fixed size set $s=\sqrt{N-1}$, so $N=s^2+1$ and $E=-hs^2$. Then

$$N\left(\frac{E}{N}-\varepsilon_i\right)=-hs^2+\tfrac12hs\,(s^2+1)=\tfrac12\,hs\,(s-1)^2 .$$

For $N\ge3$, $s>1$ and the right side is positive. In `estimate_lt_exact`, `generalize` replaces the root by `s`, `e` is $N=s^2+1$, and `h3` is the positivity of $hs(s-1)^2$. At $N=2$, $s=1$ and the difference vanishes; `dimer_exact` obtains this by evaluating both sides to $-h/2$.

## Small clusters

Substituting into the formulas of `sqrt_scaling_fails` gives the following values in units of $h$.

| $N$ | $E/N$ | $\varepsilon_i$ |
|---|---|---|
| 1 | $0$ | $0$ |
| 2 | $-1/2$ | $-1/2$ |
| 3 | $-2/3$ | $-\sqrt2/2\approx-0.707$ |
| 5 | $-4/5$ | $-1$ |
| 10 | $-9/10$ | $-3/2$ |

The single site has $H=(0)$ and no negative level. At $N=5$ the estimate already reaches the value $-h$ that the exact energy per site never attains.

## The square root in a potential code

What follows is interpretation, and none of the theorems states it. A second-moment potential computes its attractive term without diagonalising anything: for each atom $i$ a loop over neighbours $j$ at distance $r_{ij}$ accumulates $\rho_i=\sum_{j\ne i}h(r_{ij})^2$ from a distance-dependent hopping $h(r)$, and the atom is assigned $-A\sqrt{\rho_i}$ with a fitted constant $A>0$. With equal hoppings to $z$ neighbours this is $-Ah\sqrt z$, and the cluster corresponds to $z=N-1$, $A=\tfrac12$. With another positive $A$ the estimate $-Ah\sqrt{N-1}$ equals $E/N$ at a size $N\ge2$ only if $A=\sqrt{N-1}/N$, a number that is at most $\tfrac12$ and decreases with $N$. For $A>\tfrac12$ the estimate lies below $E/N$ at every $N\ge2$, and for $A<\tfrac12$ it lies above $E/N$ at $N=2$ and below it for large $N$. For every positive $A$ it still diverges.

For $N\ge2$, the value of $E$ means that exactly one level is occupied. It is the uniform state with components $1/\sqrt N$, so site $i$ has weight $1/N$ at $-h(N-1)$ and weight $(N-1)/N$ at $+h$, which is the symmetric two-level picture only for $N=2$. The whole cluster then holds one electron, whereas the constant $\tfrac12$ stands for half filling. Half filling would not remove the discrepancy: for even $N$, $N/2$ spinless electrons in the lowest levels have energy $-h(N-1)+(N/2-1)h=-hN/2$, which is $-h/2$ per site at every such size. Within this finite, non-interacting, one-parameter model with the Fermi level at zero, the local second moment grows with coordination while the band energy per site does not follow its square root.
